# The thermal density matrix of non-interacting fermions has the orbitals of the Hamiltonian with Fermi occupations

For non-interacting fermions with finitely many one-particle states, let H = U diag(a) U†, where the columns of the square matrix U are orthonormal orbitals and the real numbers aᵢ are their energies, measured from the chemical potential. The theorem states that, for every real β, the matrix 1 + exp(βH) is invertible and its inverse, the thermal one-particle density matrix, is U diag(f) U† with fᵢ = 1/(1 + exp(βaᵢ)). The attempt carries the exponential through U to the diagonal matrix of levels, and from there to each level separately. It then shows that 1 + exp(βH) times the proposed density matrix is 1, which gives both the invertibility and the formula.

The first attempt, which Lean rejects:

```lean
import Mathlib

open Matrix NormedSpace

namespace ThermalFromLevels

noncomputable section

variable {n : Type*} [Fintype n] [DecidableEq n]

/-- The Fermi occupation `1 / (1 + exp (β x))` of a level at energy `x`, measured from the
chemical potential. -/
def fermi (β x : ℝ) : ℝ := (1 + Real.exp (β * x))⁻¹

/-- The thermal one-particle density matrix `(1 + exp (β H))⁻¹`, for matrices `H` such that
`1 + exp (β H)` is invertible. -/
def thermal (β : ℝ) (H : Matrix n n ℂ) : Matrix n n ℂ :=
  (1 + NormedSpace.exp ((β : ℂ) • H))⁻¹

/-- The matrix `U diag(a) U†` built from the columns of `U` as orbitals and real levels `a`. -/
def fromLevels (U : Matrix n n ℂ) (a : n → ℝ) : Matrix n n ℂ :=
  U * diagonal (fun i => (a i : ℂ)) * Uᴴ

/-- For `H = fromLevels U a` with orthonormal orbitals, `1 + exp (β H)` is invertible, and the
thermal density matrix has the orbitals of `H` with Fermi occupations. -/
theorem thermal_fromLevels (β : ℝ) {U : Matrix n n ℂ} (hU : Uᴴ * U = 1) (a : n → ℝ) :
    IsUnit (1 + NormedSpace.exp ((β : ℂ) • fromLevels U a)) ∧
      thermal β (fromLevels U a) = fromLevels U (fun i => fermi β (a i)) := by
  have hU' : U * Uᴴ = 1 := mul_eq_one_comm.mp hU
  have hinv : U⁻¹ = Uᴴ := Matrix.inv_eq_left_inv hU
  have hu : IsUnit U :=
    (Matrix.isUnit_iff_isUnit_det U).2 (Matrix.isUnit_det_of_left_inverse hU)
  -- the exponential acts on the levels only
  have hd : diagonal (fun i => ((β * a i : ℝ) : ℂ)) =
      (β : ℂ) • diagonal (fun i => (a i : ℂ)) := by
    ext i j
    by_cases h : i = j <;> simp [Matrix.diagonal_apply, h]
  have hs : (β : ℂ) • fromLevels U a =
      U * diagonal (fun i => ((β * a i : ℝ) : ℂ)) * U⁻¹ := by
    rw [hinv, hd, fromLevels, Matrix.mul_smul, Matrix.smul_mul]
  have he : NormedSpace.exp (fun i => ((β * a i : ℝ) : ℂ)) =
      fun i => ((Real.exp (β * a i) : ℝ) : ℂ) := by
    funext i
    rw [Pi.exp_apply, Complex.ofReal_exp, Complex.exp_eq_exp_ℂ]
  -- inversion level by level
  have key : (1 + diagonal (fun i => ((Real.exp (β * a i) : ℝ) : ℂ))) *
      diagonal (fun i => (fermi β (a i) : ℂ)) = 1 := by
    rw [← Matrix.diagonal_one, Matrix.diagonal_add, Matrix.diagonal_mul_diagonal]
    congr 1
    funext i
    have hi : (1 + Real.exp (β * a i)) * fermi β (a i) = 1 :=
      mul_inv_cancel₀ (by positivity)
    exact_mod_cast hi
  have alg : ∀ D F : Matrix n n ℂ, (1 + D) * F = 1 →
      (1 + U * D * Uᴴ) * (U * F * Uᴴ) = 1 := by
    intro D F h
    calc (1 + U * D * Uᴴ) * (U * F * Uᴴ)
        = (U * Uᴴ + U * D * Uᴴ) * (U * F * Uᴴ) := by rw [hU']
      _ = U * ((1 + D) * (Uᴴ * U) * F) * Uᴴ := by noncomm_ring
      _ = 1 := by rw [hU, mul_one, h, mul_one, hU']
  have hmul : (1 + NormedSpace.exp ((β : ℂ) • fromLevels U a)) *
      fromLevels U (fun i => fermi β (a i)) = 1 := by
    rw [hs, Matrix.exp_conj _ _ hu, Matrix.exp_diagonal, hinv, he]
    exact alg _ _ key
  exact ⟨(Matrix.isUnit_iff_isUnit_det _).2 (Matrix.isUnit_det_of_right_inverse hmul),
    Matrix.inv_eq_right_inv hmul⟩

end

end ThermalFromLevels
```

Messages:

```
Main.lean:44:8: error(lean.unknownIdentifier): Unknown identifier `Pi.exp_apply`
Main.lean:37:33: warning: This simp argument is unused:
  Matrix.diagonal_apply

Hint: Omit it from the simp argument list.
  [apply] simp [h]

Note: This linter can be disabled with `set_option linter.unusedSimpArgs false`
```

What went wrong. The error is a wrong lemma name: Lean finds no `Pi.exp_apply`. The name is called in the proof of `he`, which says that the exponential of a family of levels is taken level by level. After `funext i`, the left side is the exponential of a whole function, evaluated at `i`, and the first rewrite has to turn it into the exponential of the value at `i`. The lemma that does this is `Pi.coe_exp`, and the diff puts it in place of the unknown name. The other two rewrites stay as they were: `Complex.ofReal_exp` turns the real exponential on the right into a complex one, and `Complex.exp_eq_exp_ℂ` identifies that with `NormedSpace.exp`, so the two sides agree.

The other change is mere tidying. The warning says that `simp` makes no use of `Matrix.diagonal_apply` in the proof of `hd`, and the diff drops it from the list.

As a diff, the version that Lean accepts:

```diff
@@ -35,5 +35,5 @@
       (β : ℂ) • diagonal (fun i => (a i : ℂ)) := by
     ext i j
-    by_cases h : i = j <;> simp [Matrix.diagonal_apply, h]
+    by_cases h : i = j <;> simp [h]
   have hs : (β : ℂ) • fromLevels U a =
       U * diagonal (fun i => ((β * a i : ℝ) : ℂ)) * U⁻¹ := by
@@ -42,5 +42,5 @@
       fun i => ((Real.exp (β * a i) : ℝ) : ℂ) := by
     funext i
-    rw [Pi.exp_apply, Complex.ofReal_exp, Complex.exp_eq_exp_ℂ]
+    rw [Pi.coe_exp, Complex.ofReal_exp, Complex.exp_eq_exp_ℂ]
   -- inversion level by level
   have key : (1 + diagonal (fun i => ((Real.exp (β * a i) : ℝ) : ℂ))) *
```
